# For large n, the singlet fraction of 2n spins one half falls as 1/(√π n^(3/2))

Couple 2n spins one half to total spin zero. The singlets fill a fraction of the 4ⁿ-dimensional state space which, multiplied by n^(3/2), tends to 1/√π as n → ∞. For 2n singly occupied orbitals with fixed spatial occupation, restricting to singlets therefore shrinks the spin space only by a power of n, not exponentially.

```lean
import Mathlib

open Filter Topology Finset
open scoped Real

namespace SingletFraction
```

Let f(N, m), in Lean `multiplets N m`, be the number of multiplets of total spin m/2 formed by N spins one half. Here m is twice the total spin, not a magnetic quantum number. Each added spin raises or lowers the total spin by 1/2, except that spin 0 can only go up:

f(N+1, m) = f(N, m−1) + f(N, m+1) for m ≥ 1, f(N+1, 0) = f(N, 1),

with f(0, 0) = 1 and f(0, m) = 0 otherwise.

```lean
/-- Number of multiplets of total spin `m/2` formed by `N` spins one half, built up by the
branching rule: each added spin raises or lowers the total spin by one half. -/
def multiplets : ℕ → ℕ → ℕ
  | 0, 0 => 1
  | 0, _ + 1 => 0
  | N + 1, 0 => multiplets N 1
  | N + 1, m + 1 => multiplets N m + multiplets N (m + 2)
```

This rule is the physical input: angular-momentum addition is taken as a definition, not derived from spin operators. Alternatively, f could be defined as a multiplicity in the tensor product (ℂ²)^⊗N. The rule would then need a proof, while the numbers would stay the same.

A multiplet of spin m/2 has m + 1 states, which gives the fraction `spinFraction N m` as a real number.

```lean
/-- Fraction of the `2 ^ N` dimensional state space of `N` spins one half that is taken up by
the multiplets of total spin `m/2`, each of which has `m + 1` states. -/
noncomputable def spinFraction (N m : ℕ) : ℝ :=
  ((m : ℝ) + 1) * (multiplets N m : ℝ) / 2 ^ N
```

## (a) The highest spin

Show that

f(N, m) = 0 for m > N.

Use induction on N. At N = 0 this is the definition. If m > N + 1, both m − 1 and m + 1 exceed N, so both terms of the branching rule vanish.

```lean
/-- `N` spins one half form no multiplet of total spin above `N/2`. -/
theorem multiplets_eq_zero (N m : ℕ) (h : N < m) : multiplets N m = 0 := by
  induction N generalizing m with
  | zero =>
    obtain ⟨j, rfl⟩ : ∃ j, m = j + 1 := ⟨m - 1, by omega⟩
    simp [multiplets]
  | succ N ih =>
    obtain ⟨j, rfl⟩ : ∃ j, m = j + 1 := ⟨m - 1, by omega⟩
    simp [multiplets, ih j (by omega), ih (j + 2) (by omega)]
```

## (b) Counting all states

Show that

Σ_{m=0}^{N} (m+1) f(N, m) = 2^N.

A multiplet with m + 1 states yields multiplets with m + 2 and m states, together 2(m+1), so each added spin doubles the total. The auxiliary `step` proves this for a sum cut off at m = K, with boundary terms K f(N, K) + (K+1) f(N, K+1). At K = N + 1 these vanish by (a).

```lean
/-- The states of all multiplets of `N` spins one half add up to the full dimension `2 ^ N`. -/
theorem sum_dimensions (N : ℕ) :
    ∑ m ∈ range (N + 1), (m + 1) * multiplets N m = 2 ^ N := by
  -- adding a spin doubles the number of states, up to terms at the cut-off `K`
  have step : ∀ N K : ℕ, ∑ m ∈ range (K + 1), (m + 1) * multiplets (N + 1) m
      = 2 * ∑ m ∈ range K, (m + 1) * multiplets N m
        + K * multiplets N K + (K + 1) * multiplets N (K + 1) := by
    intro N K
    induction K with
    | zero => simp [multiplets]
    | succ K ih =>
      have h : multiplets (N + 1) (K + 1)
          = multiplets N K + multiplets N (K + 1 + 1) := rfl
      rw [sum_range_succ, ih, sum_range_succ _ K, h]
      ring
  induction N with
  | zero => simp [multiplets]
  | succ N ih =>
    rw [step N (N + 1), ih, multiplets_eq_zero N (N + 1) (by omega),
      multiplets_eq_zero N (N + 1 + 1) (by omega)]
    ring
```

## (c) A difference of binomials

For N + m = 2p, show that

f(N, m) + C(N, p+1) = C(N, p).

The sum form avoids subtraction of natural numbers. Use induction on N; N = 0 is immediate. For N + 1 + m = 2p and m ≥ 1, the branching rule gives

f(N+1, m) = [C(N, p−1) − C(N, p)] + [C(N, p) − C(N, p+1)] = C(N, p−1) − C(N, p+1),

which is C(N+1, p) − C(N+1, p+1) by Pascal's rule. For m = 0 only the second bracket occurs, but the first is zero by symmetry, since N = 2p − 1. In Lean, `omega` combines these linear relations.

Without the condition on p the identity can fail: N = m = 1, p = 0 would give 1 + 1 = 1.

```lean
/-- With `p = N/2 + m/2` an integer, the number of multiplets of spin `m/2` is the difference
of the binomial coefficients `C(N, p)` and `C(N, p + 1)`. -/
theorem multiplets_add_choose (N m p : ℕ) (h : N + m = 2 * p) :
    multiplets N m + N.choose (p + 1) = N.choose p := by
  induction N generalizing m p with
  | zero =>
    rcases p with _ | p
    · obtain rfl : m = 0 := by omega
      simp [multiplets]
    · obtain ⟨j, rfl⟩ : ∃ j, m = j + 1 := ⟨m - 1, by omega⟩
      simp [multiplets]
  | succ N ih =>
    rcases m with _ | m
    · obtain ⟨j, rfl⟩ : ∃ j, N = 2 * j + 1 := ⟨p - 1, by omega⟩
      obtain rfl : p = j + 1 := by omega
      have h1 := ih 1 (j + 1) (by omega)
      have h2 := Nat.choose_symm_half j
      have h3 : multiplets (2 * j + 1 + 1) 0 = multiplets (2 * j + 1) 1 := rfl
      rw [h3, Nat.choose_succ_succ' (2 * j + 1) (j + 1), Nat.choose_succ_succ' (2 * j + 1) j]
      omega
    · obtain ⟨q, rfl⟩ : ∃ q, p = q + 1 := ⟨p - 1, by omega⟩
      have h1 := ih m q (by omega)
      have h2 := ih (m + 2) (q + 1) (by omega)
      have h3 : multiplets (N + 1) (m + 1) = multiplets N m + multiplets N (m + 2) := rfl
      rw [h3, Nat.choose_succ_succ' N (q + 1), Nat.choose_succ_succ' N q]
      omega
```

## (d) Neighbouring binomials

For natural numbers n and S, show that

(n+S+1) C(2n, n+S+1) = (n−S) C(2n, n+S).

For S ≤ n this is (k+1) C(2n, k+1) = (2n−k) C(2n, k) at k = n + S. For S > n both binomials are zero.

```lean
/-- Ratio of neighbouring binomial coefficients of `2n`, written without division. -/
theorem choose_step (n S : ℕ) :
    ((n : ℝ) + S + 1) * ((2 * n).choose (n + S + 1) : ℝ)
      = ((n : ℝ) - S) * ((2 * n).choose (n + S) : ℝ) := by
  rcases le_or_gt S n with hS | hS
  · have h := Nat.choose_succ_right_eq (2 * n) (n + S)
    rw [show 2 * n - (n + S) = n - S by omega] at h
    have h' := congrArg (Nat.cast : ℕ → ℝ) h
    push_cast [Nat.cast_sub hS] at h'
    linear_combination h'
  · rw [Nat.choose_eq_zero_of_lt (show 2 * n < n + S + 1 by omega),
      Nat.choose_eq_zero_of_lt (show 2 * n < n + S by omega)]
    simp
```

## (e) Multiplets of integer spin S

Show that

(n+S+1) f(2n, 2S) = (2S+1) C(2n, n+S).

Take (c) with N = 2n, m = 2S, p = n + S, multiply by n + S + 1 and insert (d). The factor left is (n+S+1) − (n−S) = 2S + 1.

```lean
/-- The number `f` of multiplets of integer spin `S` formed by `2n` spins one half obeys
`(n + S + 1) f = (2S + 1) C(2n, n + S)`. -/
theorem mul_multiplets (n S : ℕ) :
    ((n : ℝ) + S + 1) * (multiplets (2 * n) (2 * S) : ℝ)
      = (2 * (S : ℝ) + 1) * ((2 * n).choose (n + S) : ℝ) := by
  have h : (multiplets (2 * n) (2 * S) : ℝ) + ((2 * n).choose (n + S + 1) : ℝ)
      = ((2 * n).choose (n + S) : ℝ) := by
    exact_mod_cast multiplets_add_choose (2 * n) (2 * S) (n + S) (by ring)
  linear_combination ((n : ℝ) + S + 1) * h - choose_step n S
```

## (f) The number of singlets

Show that

f(2n, 0) = Catalan(n).

At S = 0, (e) reads (n+1) f(2n, 0) = C(2n, n). Catalan(n) satisfies the same equation, and n + 1 cancels.

```lean
/-- The number of singlets of `2n` spins one half is the Catalan number of `n`. -/
theorem singlets_eq_catalan (n : ℕ) : multiplets (2 * n) 0 = catalan n := by
  have h := mul_multiplets n 0
  simp only [Nat.cast_zero, mul_zero, add_zero, zero_add, one_mul] at h
  have h1 : (n + 1) * multiplets (2 * n) 0 = (2 * n).choose n := by exact_mod_cast h
  have h2 := succ_mul_catalan_eq_centralBinom n
  rw [Nat.centralBinom_eq_two_mul_choose] at h2
  exact Nat.eq_of_mul_eq_mul_left n.succ_pos (h1.trans h2.symm)
```

## (g) A correction factor

For fixed real c and natural S, show that

1 − c/(n+S+1) → 1 as n → ∞.

The denominator grows without bound. In Lean, `Tendsto … atTop (𝓝 1)` expresses this limit.

```lean
lemma tendsto_one_sub (c : ℝ) (S : ℕ) :
    Tendsto (fun n : ℕ => 1 - c / ((n : ℝ) + S + 1)) atTop (𝓝 1) := by
  have h : Tendsto (fun n : ℕ => (n : ℝ) + S + 1) atTop atTop :=
    tendsto_atTop_add_const_right _ _
      (tendsto_atTop_add_const_right _ _ tendsto_natCast_atTop_atTop)
  have h2 := (tendsto_const_nhds (x := (1 : ℝ))).sub
    ((tendsto_const_nhds (x := c)).div_atTop h)
  rw [sub_zero] at h2
  exact h2
```

## (h) The central binomial

Show that

√n C(2n, n)/4ⁿ → 1/√π.

Stirling's formula, taken from Mathlib, says that s(n) = n!/(√(2n) (n/e)ⁿ) → √π. For n > 0,

s(2n)/s(n)² = [(2n)!/(2√n (2n/e)^(2n))] · [2n (n/e)^(2n)/(n!)²] = √n C(2n, n)/4ⁿ,

and the left side tends to √π/π. The auxiliary `key` performs the cancellation.

```lean
/-- The central binomial coefficient obeys `√n C(2n, n) / 4 ^ n → 1/√π`. -/
theorem tendsto_central :
    Tendsto (fun n : ℕ => √(n : ℝ) * ((2 * n).choose n : ℝ) / 4 ^ n) atTop
      (𝓝 (1 / √π)) := by
  have h1 := Stirling.tendsto_stirlingSeq_sqrt_pi
  have h2 : Tendsto (fun n : ℕ => 2 * n) atTop atTop :=
    tendsto_atTop_mono (fun n => (by omega : n ≤ 2 * n)) tendsto_id
  have hπ : √π ≠ 0 := by positivity
  have h3 := (h1.comp h2).div (h1.pow 2) (pow_ne_zero 2 hπ)
  rw [show √π / √π ^ 2 = 1 / √π by field_simp] at h3
  have key : ∀ C F s r x q : ℝ, F ≠ 0 → s ≠ 0 → x ≠ 0 → q ≠ 0 → r ^ 2 = 2 * s ^ 2 →
      C * F * F / (2 * s * (q * x ^ 2)) / (F / (r * x)) ^ 2 = s * C / q := by
    intro C F s r x q hF hs hx hq hr
    rw [div_pow, mul_pow, hr]
    field_simp
  -- the Stirling ratio at `2n` and `n` is exactly the scaled binomial coefficient
  refine h3.congr' ?_
  filter_upwards [eventually_gt_atTop 0] with n hn
  change Stirling.stirlingSeq (2 * n) / Stirling.stirlingSeq n ^ 2 = _
  have hn' : (0 : ℝ) < n := by exact_mod_cast hn
  have hc : ((2 * n).choose n : ℝ) * (n.factorial : ℝ) * (n.factorial : ℝ)
      = ((2 * n).factorial : ℝ) := by
    have h := Nat.choose_mul_factorial_mul_factorial (show n ≤ 2 * n by omega)
    rw [show 2 * n - n = n by omega] at h
    exact_mod_cast h
  have hs : √(2 * (2 * (n : ℝ))) = 2 * √(n : ℝ) := by
    rw [show 2 * (2 * (n : ℝ)) = 2 ^ 2 * n by ring, Real.sqrt_mul (by positivity),
      Real.sqrt_sq (by norm_num)]
  have hp : (2 * (n : ℝ) / Real.exp 1) ^ (2 * n)
      = 4 ^ n * (((n : ℝ) / Real.exp 1) ^ n) ^ 2 := by
    rw [mul_div_assoc, mul_pow, pow_mul (2 : ℝ) 2 n, mul_comm 2 n, pow_mul _ n 2,
      show (2 : ℝ) ^ 2 = 4 by norm_num]
  unfold Stirling.stirlingSeq
  push_cast
  rw [← hc, hs, hp]
  refine key _ _ _ _ _ _ (by positivity) (by positivity) (by positivity) (by positivity) ?_
  rw [Real.sq_sqrt (by positivity), Real.sq_sqrt (by positivity)]
```

## (i) Off the centre

For each fixed S, show that

√n C(2n, n+S)/4ⁿ → 1/√π.

Use induction on S, starting from (h). By (d), going from S to S + 1 multiplies the sequence by

(n−S)/(n+S+1) = 1 − (2S+1)/(n+S+1),

which tends to 1 by (g).

```lean
/-- At any fixed distance `S` from the centre the binomial coefficient has the same leading
behaviour, `√n C(2n, n + S) / 4 ^ n → 1/√π`. -/
theorem tendsto_choose (S : ℕ) :
    Tendsto (fun n : ℕ => √(n : ℝ) * ((2 * n).choose (n + S) : ℝ) / 4 ^ n) atTop
      (𝓝 (1 / √π)) := by
  induction S with
  | zero => exact tendsto_central
  | succ S ih =>
    have h := ih.mul (tendsto_one_sub (2 * (S : ℝ) + 1) S)
    rw [mul_one] at h
    refine h.congr fun n => ?_
    change √(n : ℝ) * ((2 * n).choose (n + S) : ℝ) / 4 ^ n
        * (1 - (2 * (S : ℝ) + 1) / ((n : ℝ) + S + 1))
      = √(n : ℝ) * ((2 * n).choose (n + S + 1) : ℝ) / 4 ^ n
    have hp : (n : ℝ) + S + 1 ≠ 0 := by positivity
    have e1 : 1 - (2 * (S : ℝ) + 1) / ((n : ℝ) + S + 1)
        = ((n : ℝ) - S) / ((n : ℝ) + S + 1) := by
      rw [eq_div_iff hp, sub_mul, div_mul_cancel₀ _ hp]
      ring
    have e2 : ((2 * n).choose (n + S + 1) : ℝ)
        = ((n : ℝ) - S) * ((2 * n).choose (n + S) : ℝ) / ((n : ℝ) + S + 1) := by
      rw [eq_div_iff hp]
      linear_combination choose_step n S
    rw [e1, e2]
    ring
```

## (j) The fraction with spin S

For each fixed integer spin S, show that

n^(3/2) · `spinFraction (2 * n) (2 * S)` → (2S+1)²/√π.

The fraction is (2S+1) f(2n, 2S)/4ⁿ. By (e), the left side equals

(2S+1)² · [n/(n+S+1)] · [√n C(2n, n+S)/4ⁿ].

The first bracket is 1 − (S+1)/(n+S+1) and tends to 1 by (g); the second tends to 1/√π by (i).

```lean
/-- For each fixed integer spin `S`, the fraction of the state space of `2n` spins one half
with total spin `S`, multiplied by `n ^ (3/2)`, tends to `(2S + 1)² / √π`. -/
theorem tendsto_spinFraction (S : ℕ) :
    Tendsto (fun n : ℕ => (n : ℝ) ^ (3 / 2 : ℝ) * spinFraction (2 * n) (2 * S)) atTop
      (𝓝 ((2 * (S : ℝ) + 1) ^ 2 / √π)) := by
  have h := ((tendsto_choose S).mul (tendsto_one_sub ((S : ℝ) + 1) S)).const_mul
    ((2 * (S : ℝ) + 1) ^ 2)
  rw [mul_one, mul_one_div] at h
  refine h.congr fun n => ?_
  have hp : (n : ℝ) + S + 1 ≠ 0 := by positivity
  have e1 : 1 - ((S : ℝ) + 1) / ((n : ℝ) + S + 1) = (n : ℝ) / ((n : ℝ) + S + 1) := by
    rw [eq_div_iff hp, sub_mul, div_mul_cancel₀ _ hp]
    ring
  have e2 : (multiplets (2 * n) (2 * S) : ℝ)
      = (2 * (S : ℝ) + 1) * ((2 * n).choose (n + S) : ℝ) / ((n : ℝ) + S + 1) := by
    rw [eq_div_iff hp]
    linear_combination mul_multiplets n S
  have e3 : (n : ℝ) ^ (3 / 2 : ℝ) = n * √(n : ℝ) := by
    rw [show (3 / 2 : ℝ) = 1 + 1 / 2 by norm_num,
      Real.rpow_add_of_nonneg (by positivity) (by norm_num) (by norm_num),
      Real.rpow_one, Real.sqrt_eq_rpow]
  have e4 : (2 : ℝ) ^ (2 * n) = 4 ^ n := by
    rw [pow_mul, show (2 : ℝ) ^ 2 = 4 by norm_num]
  rw [spinFraction, e1, e2, e3, e4]
  push_cast
  ring
```

## (k) The singlet law

Show that

n^(3/2) Catalan(n)/4ⁿ → 1/√π.

Set S = 0 in (j) and replace f(2n, 0) using (f). The limit fixes the leading power and prefactor, without an error bound at finite n.

```lean
/-- The singlet fraction `Catalan(n) / 4 ^ n` of `2n` spins one half, multiplied by
`n ^ (3/2)`, tends to `1/√π`. -/
theorem tendsto_singletFraction :
    Tendsto (fun n : ℕ => (n : ℝ) ^ (3 / 2 : ℝ) * (catalan n : ℝ) / 4 ^ n) atTop
      (𝓝 (1 / √π)) := by
  have h := tendsto_spinFraction 0
  rw [show (2 * ((0 : ℕ) : ℝ) + 1) ^ 2 / √π = 1 / √π by norm_num] at h
  refine h.congr fun n => ?_
  have e4 : (2 : ℝ) ^ (2 * n) = 4 ^ n := by
    rw [pow_mul, show (2 : ℝ) ^ 2 = 4 by norm_num]
  rw [spinFraction, mul_zero, singlets_eq_catalan, e4]
  push_cast
  ring

end SingletFraction
```

```lean
#print axioms SingletFraction.sum_dimensions
#print axioms SingletFraction.tendsto_singletFraction
```

```
'SingletFraction.sum_dimensions' depends on axioms: [propext, Classical.choice, Quot.sound]
'SingletFraction.tendsto_singletFraction' depends on axioms: [propext, Classical.choice, Quot.sound]
```
